# The addition theorem for regular solid harmonics defined by a generating polynomial

A fast multipole code based on solid harmonics moves the multipole moments of a group of charges from the centre of a small box to the centre of the larger box that contains it. It does so without returning to the individual charges, and the step rests on an identity that expands a regular solid harmonic at \(a+b\) in products of solid harmonics at \(a\) and at \(b\).

For \(r=(x,y,z)\in\mathbb{C}^3\) and a formal variable \(t\), let

\[
P_r(t)=-\tfrac12(x+iy)\,t^2+z\,t+\tfrac12(x-iy).
\]

For \(l\in\mathbb{N}\) and \(m\in\mathbb{Z}\), let \(R_{l,m}(r)\) be the coefficient of \(t^{l+m}\) in \(P_r(t)^l/l!\) if \(|m|\le l\), and zero otherwise. Then

\[
R_{l,m}(a+b)=\sum_{j=0}^{l}\sum_{q=-j}^{j}R_{j,q}(a)\,R_{l-j,m-q}(b).
\]

Since \(R_{j,q}=0\) for \(|q|>j\), the inner sum may equally run over all integers \(q\).

## Shifting moments between box centres

Take finitely many point charges \(Q_n\) at positions \(s_n\), with moments \(M_{l,m}(c)=\sum_n Q_n R_{l,m}(s_n-c)\) about a centre \(c\). For a new centre \(c'\), put \(a=c-c'\) and \(b=s_n-c\), and sum over the charges:

\[
M_{l,m}(c')=\sum_{j=0}^{l}\sum_{q=-j}^{j}R_{j,q}(c-c')\,M_{l-j,m-q}(c).
\]

Moments up to order \(L\) about \(c'\) need only moments up to order \(L\) about \(c\), so for these point charges the shift itself adds no truncation error.

If the shift lies along the \(z\) axis, the double sum becomes a single sum at fixed \(m\). Rotation-based schemes use this: they turn the shift onto the \(z\) axis, translate, and turn back.

## Expanding a power of a quadratic

The coefficients of \(P_r\) are linear in \(r\), so \(P_{a+b}=P_a+P_b\). The power \(P_r^l\) has degree at most \(2l\), so its coefficients are all accounted for by \(-l\le m\le l\):

\[
\frac{P_r(t)^l}{l!}=\sum_{m=-l}^{l}R_{l,m}(r)\,t^{l+m}.
\]

Because \(\binom{l}{j}/l!=1/\big(j!\,(l-j)!\big)\), the binomial theorem gives

\[
\frac{P_{a+b}^l}{l!}=\sum_{j=0}^{l}\frac{P_a^j}{j!}\,\frac{P_b^{l-j}}{(l-j)!}
=\sum_{j=0}^{l}\sum_{q=-j}^{j}\sum_{p=-(l-j)}^{l-j}R_{j,q}(a)\,R_{l-j,p}(b)\,t^{l+q+p}.
\]

For \(|m|\le l\), compare the coefficients of \(t^{l+m}\). Only \(p=m-q\) contributes; if that value is outside the range of \(p\), then \(R_{l-j,m-q}(b)\) is zero by definition. This is the addition theorem.

For \(|m|>l\) the left side is zero. On the right, \(|m-q|\ge|m|-|q|>l-j\), so every term is zero too.

On the axis, \(P_{(0,0,z)}=zt\). Hence \(R_{l,m}(0,0,z)\) is \(z^l/l!\) for \(m=0\) and zero otherwise, and for a shift by any complex number \(h\) along the axis only \(q=0\) survives in the sum:

\[
R_{l,m}\big(r+(0,0,h)\big)=\sum_{j=0}^{l}\frac{h^j}{j!}\,R_{l-j,m}(r).
\]

Likewise \(P_{\lambda r}=\lambda\,P_r\) for a complex number \(\lambda\), which gives \(R_{l,m}(\lambda r)=\lambda^l R_{l,m}(r)\).

## The Lean file

```lean
import Mathlib

open Polynomial
open Complex (I)

namespace SolidHarmonicAddition

noncomputable section

/-- The generating polynomial `-(x + iy) t² / 2 + z t + (x - iy) / 2` of the point
`r = (x, y, z)`, with `t` the formal variable. -/
def genPoly (r : Fin 3 → ℂ) : ℂ[X] :=
  C (-(r 0 + I * r 1) / 2) * X ^ 2 + C (r 2) * X + C ((r 0 - I * r 1) / 2)

/-- The regular solid harmonic `R_(l,m)(r)`: the coefficient of `t^(l+m)` in the `l`-th power
of the generating polynomial, divided by `l!`, and zero if `|m| > l`. -/
def solidR (l : ℕ) (m : ℤ) (r : Fin 3 → ℂ) : ℂ :=
  if |m| ≤ (l : ℤ) then (genPoly r ^ l).coeff ((l : ℤ) + m).toNat / (l.factorial : ℂ) else 0

lemma solidR_eq_zero {l : ℕ} {m : ℤ} (h : (l : ℤ) < |m|) (r : Fin 3 → ℂ) :
    solidR l m r = 0 := if_neg (not_le.mpr h)

/-- The generating polynomial of a sum of two vectors is the sum of their generating
polynomials. -/
theorem genPoly_add (a b : Fin 3 → ℂ) : genPoly (a + b) = genPoly a + genPoly b := by
  have h1 : -(a 0 + b 0 + I * (a 1 + b 1)) / 2
      = -(a 0 + I * a 1) / 2 + -(b 0 + I * b 1) / 2 := by ring
  have h2 : (a 0 + b 0 - I * (a 1 + b 1)) / 2
      = (a 0 - I * a 1) / 2 + (b 0 - I * b 1) / 2 := by ring
  simp only [genPoly, Pi.add_apply, h1, h2, C_add]
  ring

lemma coeff_genPoly_pow (l k : ℕ) (r : Fin 3 → ℂ) :
    (genPoly r ^ l).coeff k / (l.factorial : ℂ) = solidR l ((k : ℤ) - l) r := by
  unfold solidR
  split_ifs with h
  · have hk : ((l : ℤ) + ((k : ℤ) - l)).toNat = k := by omega
    rw [hk]
  · -- beyond degree `2l` the power has no coefficients
    have hd : (genPoly r ^ l).natDegree ≤ l * 2 :=
      natDegree_pow_le_of_le l natDegree_quadratic_le
    have hk : (genPoly r ^ l).natDegree < k := by
      rw [abs_le] at h
      omega
    rw [coeff_eq_zero_of_natDegree_lt hk, zero_div]

/-- Generating function: the `l`-th power of the generating polynomial, divided by `l!`, is
the sum of `R_(l,m)(r) t^(l+m)` over `-l ≤ m ≤ l`. -/
theorem generating_function (l : ℕ) (r : Fin 3 → ℂ) :
    C (l.factorial : ℂ)⁻¹ * genPoly r ^ l
      = ∑ m ∈ Finset.Icc (-(l : ℤ)) l, C (solidR l m r) * X ^ ((l : ℤ) + m).toNat := by
  ext k
  simp only [coeff_C_mul, Polynomial.finsetSum_coeff, coeff_X_pow]
  -- only `m = k - l` contributes to the coefficient of `t^k`
  rw [Finset.sum_eq_single ((k : ℤ) - l)]
  · have hk : ((l : ℤ) + ((k : ℤ) - l)).toNat = k := by omega
    rw [hk, if_pos rfl, mul_one, ← coeff_genPoly_pow, div_eq_inv_mul]
  · intro m hm hne
    rw [Finset.mem_Icc] at hm
    have hk : ¬ k = ((l : ℤ) + m).toNat := by omega
    rw [if_neg hk, mul_zero]
  · intro h
    rw [Finset.mem_Icc] at h
    have hk : (l : ℤ) < |(k : ℤ) - l| := by
      rw [lt_abs]
      omega
    rw [solidR_eq_zero hk, zero_mul]

/-- Binomial theorem for the generating polynomials: with each power divided by its factorial,
the `l`-th power at `a + b` is the convolution of the powers at `a` and at `b`. -/
theorem genPoly_add_pow (l : ℕ) (a b : Fin 3 → ℂ) :
    C (l.factorial : ℂ)⁻¹ * genPoly (a + b) ^ l
      = ∑ j ∈ Finset.range (l + 1), (C (j.factorial : ℂ)⁻¹ * genPoly a ^ j)
          * (C ((l - j).factorial : ℂ)⁻¹ * genPoly b ^ (l - j)) := by
  rw [genPoly_add, add_pow, Finset.mul_sum]
  refine Finset.sum_congr rfl fun j hj => ?_
  have hjl : j ≤ l := Nat.lt_succ_iff.mp (Finset.mem_range.mp hj)
  have h0 : ∀ n : ℕ, (n.factorial : ℂ) ≠ 0 := fun n => by
    exact_mod_cast Nat.factorial_ne_zero n
  have hc : (l.factorial : ℂ)⁻¹ * (l.choose j : ℂ)
      = (j.factorial : ℂ)⁻¹ * ((l - j).factorial : ℂ)⁻¹ := by
    have h1 := h0 l
    have h2 := h0 j
    have h3 := h0 (l - j)
    rw [Nat.cast_choose ℂ hjl]
    field_simp
  have hC : C (l.factorial : ℂ)⁻¹ * (l.choose j : ℂ[X])
      = C (j.factorial : ℂ)⁻¹ * C ((l - j).factorial : ℂ)⁻¹ := by
    rw [← map_natCast (C : ℂ →+* ℂ[X]), ← C_mul, ← C_mul, hc]
  linear_combination (genPoly a ^ j * genPoly b ^ (l - j)) * hC

/-- Addition theorem for regular solid harmonics: `R_(l,m)(a + b)` is the sum of
`R_(j,q)(a) R_(l-j,m-q)(b)` over `0 ≤ j ≤ l` and `-j ≤ q ≤ j`. -/
theorem solidR_add (l : ℕ) (m : ℤ) (a b : Fin 3 → ℂ) :
    solidR l m (a + b) = ∑ j ∈ Finset.range (l + 1), ∑ q ∈ Finset.Icc (-(j : ℤ)) j,
      solidR j q a * solidR (l - j) (m - q) b := by
  by_cases hm : |m| ≤ (l : ℤ)
  · obtain ⟨k, rfl⟩ : ∃ k : ℕ, m = (k : ℤ) - l :=
      ⟨((l : ℤ) + m).toNat, by rw [abs_le] at hm; omega⟩
    -- compare the coefficients of `t^k` in the binomial theorem
    rw [← coeff_genPoly_pow l k (a + b), div_eq_inv_mul, ← coeff_C_mul, genPoly_add_pow,
      Polynomial.finsetSum_coeff]
    refine Finset.sum_congr rfl fun j hj => ?_
    have hjl : j ≤ l := Nat.lt_succ_iff.mp (Finset.mem_range.mp hj)
    rw [generating_function j a, Finset.sum_mul, Polynomial.finsetSum_coeff]
    refine Finset.sum_congr rfl fun q hq => ?_
    rw [Finset.mem_Icc] at hq
    rw [mul_assoc, coeff_C_mul, coeff_X_pow_mul']
    congr 1
    split_ifs with h
    · rw [coeff_C_mul, ← div_eq_inv_mul, coeff_genPoly_pow]
      congr 1
      omega
    · have hz : ((l - j : ℕ) : ℤ) < |(k : ℤ) - l - q| := by
        rw [lt_abs]
        omega
      rw [solidR_eq_zero hz]
  · -- for `|m| > l` every term on the right vanishes as well
    rw [not_le] at hm
    rw [solidR_eq_zero hm]
    symm
    refine Finset.sum_eq_zero fun j hj => Finset.sum_eq_zero fun q hq => ?_
    rw [Finset.mem_range] at hj
    rw [Finset.mem_Icc] at hq
    have hz : ((l - j : ℕ) : ℤ) < |m - q| := by
      rw [lt_abs] at hm ⊢
      omega
    rw [solidR_eq_zero hz, mul_zero]

/-- The three solid harmonics with `l = 1` are `-(x + iy)/2`, `z` and `(x - iy)/2` for
`m = 1, 0, -1`. -/
theorem solidR_one (r : Fin 3 → ℂ) :
    solidR 1 1 r = -(r 0 + I * r 1) / 2 ∧ solidR 1 0 r = r 2
      ∧ solidR 1 (-1) r = (r 0 - I * r 1) / 2 := by
  refine ⟨?_, ?_, ?_⟩ <;> simp [solidR, genPoly, coeff_X, coeff_C, coeff_X_pow]

/-- `R_(l,m)` is homogeneous of degree `l`: scaling the point by `c` multiplies it by `c^l`. -/
theorem solidR_smul (l : ℕ) (m : ℤ) (c : ℂ) (r : Fin 3 → ℂ) :
    solidR l m (c • r) = c ^ l * solidR l m r := by
  have h1 : -(c * r 0 + I * (c * r 1)) / 2 = c * (-(r 0 + I * r 1) / 2) := by ring
  have h2 : (c * r 0 - I * (c * r 1)) / 2 = c * ((r 0 - I * r 1) / 2) := by ring
  have h : genPoly (c • r) = C c * genPoly r := by
    simp only [genPoly, Pi.smul_apply, smul_eq_mul, h1, h2, C_mul]
    ring
  unfold solidR
  rw [h, mul_pow, ← C_pow, coeff_C_mul, mul_div_assoc, mul_ite, mul_zero]

/-- On the `z` axis `R_(l,m)` equals `z^l / l!` for `m = 0` and vanishes for `m ≠ 0`. -/
theorem solidR_axis (l : ℕ) (m : ℤ) (z : ℂ) :
    solidR l m ![0, 0, z] = if m = 0 then z ^ l / (l.factorial : ℂ) else 0 := by
  have h : genPoly ![0, 0, z] = C z * X := by simp [genPoly]
  unfold solidR
  rw [h, mul_pow, ← C_pow, coeff_C_mul, coeff_X_pow]
  by_cases hm : m = 0
  · subst hm
    simp
  · rw [if_neg hm]
    by_cases h1 : |m| ≤ (l : ℤ)
    · have h2 : ¬ ((l : ℤ) + m).toNat = l := by
        rw [abs_le] at h1
        omega
      rw [if_pos h1, if_neg h2, mul_zero, zero_div]
    · rw [if_neg h1]

/-- Translation along the `z` axis keeps `m` fixed: `R_(l,m)` at the shifted point is the sum
of `z^j / j!` times `R_(l-j,m)(r)` over `0 ≤ j ≤ l`. -/
theorem solidR_add_axis (l : ℕ) (m : ℤ) (r : Fin 3 → ℂ) (z : ℂ) :
    solidR l m (r + ![0, 0, z])
      = ∑ j ∈ Finset.range (l + 1), z ^ j / (j.factorial : ℂ) * solidR (l - j) m r := by
  rw [add_comm r, solidR_add]
  refine Finset.sum_congr rfl fun j _ => ?_
  -- only `q = 0` survives on the axis
  rw [Finset.sum_eq_single 0]
  · rw [solidR_axis, if_pos rfl, sub_zero]
  · intro q _ hq
    rw [solidR_axis, if_neg hq, zero_mul]
  · intro h
    exact absurd (Finset.mem_Icc.mpr ⟨by omega, by omega⟩) h

end

end SolidHarmonicAddition
```

```lean
#print axioms SolidHarmonicAddition.solidR_add
#print axioms SolidHarmonicAddition.solidR_one
#print axioms SolidHarmonicAddition.solidR_smul
#print axioms SolidHarmonicAddition.solidR_add_axis
```

```
'SolidHarmonicAddition.solidR_add' depends on axioms: [propext, Classical.choice, Quot.sound]
'SolidHarmonicAddition.solidR_one' depends on axioms: [propext, Classical.choice, Quot.sound]
'SolidHarmonicAddition.solidR_smul' depends on axioms: [propext, Classical.choice, Quot.sound]
'SolidHarmonicAddition.solidR_add_axis' depends on axioms: [propext, Classical.choice, Quot.sound]
```

## Reading the definitions and the lemmas

A point is a function `Fin 3 → ℂ`, with `r 0`, `r 1`, `r 2` for \(x,y,z\). `genPoly r` is \(P_r\), with `X` for \(t\), and `solidR l m r` is \(R_{l,m}(r)\). The theorem `solidR_add` is the addition theorem for every natural `l`, every integer `m` and all complex vectors `a` and `b`, with no further hypothesis. `Finset.range (l + 1)` is the range \(0\le j\le l\), so the natural-number subtraction `l - j` is the ordinary one.

- `genPoly_add` is the additivity of \(P_r\).
- `coeff_genPoly_pow` identifies the coefficient of \(t^k\) in \(P_r^l/l!\) with \(R_{l,k-l}(r)\) for every natural \(k\); above \(2l\) the coefficient is zero by the degree bound and \(R_{l,k-l}(r)\) is zero by definition.
- `generating_function` compares coefficients, and `Finset.sum_eq_single` keeps the one term \(m=k-l\).
- `genPoly_add_pow` is the binomial step, with the factorials absorbed in `hc`.
- `solidR_add` writes \(m=k-l\) when \(|m|\le l\) and expands only the \(a\) factor. `coeff_X_pow_mul'` then moves the power \(t^{j+q}\) across, which leaves a single coefficient of the \(b\) factor. The other case shows that every term vanishes.

The remaining theorems are the \(l=1\) components (`solidR_one`), the scaling law (`solidR_smul`, with `c` for \(\lambda\)), the axis values (`solidR_axis`) and the translation along \(z\) (`solidR_add_axis`, with `z` for the shift \(h\)).

The test `|m| ≤ (l : ℤ)` in `solidR` is easily left out, since a polynomial has no coefficients beyond its degree. But `toNat` sends negative integers to 0, so without the test every \(m<-l\) would return the constant coefficient. \(R_{0,-1}\) and \(R_{0,-2}\) would then be 1, and the sum for \(R_{1,-1}(a+b)\) would gain the false terms \(a_z-(a_x+ia_y)/2\). A translation loop can have the same weak point: when \(|m-q|>l-j\), the term has to count as zero, and a neighbouring array entry must not be used in its place.

## An exact identity in one normalisation

The theorem fixes the indices, signs and factors of the translation formula for this convention, in which \(R_{1,1}=-(x+iy)/2\), \(R_{1,0}=z\) and \(R_{1,-1}=(x-iy)/2\). Comparing these three with a code's own first-order functions is a quick first check; other prefactors can change the formula. If a code uses \(N_{l,m}R_{l,m}\) with nonzero constants \(N_{l,m}\), each product in the sum acquires the factor \(N_{l,m}/(N_{j,q}N_{l-j,m-q})\), which is 1 for a mere sign convention \(N_{l,m}=(-1)^m\).

The file neither states nor uses that \(R_{l,m}\) satisfies Laplace's equation, and it does not relate \(R_{l,m}\) to normalised spherical harmonics. It contains no irregular solid harmonics, so it says nothing about the conversion of multipole to local expansions or about the error of truncating the multipole expansion of the Coulomb interaction. The rotations that turn a shift onto the \(z\) axis and back, and the rounding errors of floating-point evaluation need their own analysis.
